# Ground-state expectation values bracket the forward energy difference for finite Hermitian matrices in a linear field

Q: I compute a response property twice. One value is a forward difference of ground-state energies, the other an expectation value of the perturbation, and they disagree. If I don't know which way they should disagree, I can't tell a large field step from a sign error in the perturbation or a poorly converged state. What can be said at finite step?

A: The direction is fixed. Let $A$ be the Hamiltonian without the field, $B$ the perturbation and $h>0$ the field strength, with $A$ and $B$ Hermitian matrices. Let $u$ be a normalised ground state of $A$ with energy $E_0$, and $v$ one of $A+hB$ with energy $E_1$. Here $E_1$ is the ground-state energy in the field, not an excited level. Writing $\langle x,Mx\rangle=x^\dagger Mx$, we have
$$\langle v,Bv\rangle\;\le\;\frac{E_1-E_0}{h}\;\le\;\langle u,Bu\rangle .$$
A difference outside this interval, beyond rounding, means that some assumption has failed, and the step size alone is not to blame.

Q: Derive it without the computer.

A: Start with the variational principle. Expand a normalised $x$ in orthonormal eigenvectors $w_k$ of $A$, with eigenvalues $\lambda_k\ge E_0$ and coefficients $c_k$. Since $\sum_k|c_k|^2=1$,
$$\langle x,Ax\rangle-E_0=\sum_k(\lambda_k-E_0)|c_k|^2\ge 0 .$$
If the sum vanishes, only components with $\lambda_k=E_0$ survive, so $Ax=E_0x$.

Now let each ground state serve as trial state for the other Hamiltonian. Using $u$ in the field gives
$$E_1\le\langle u,(A+hB)u\rangle=E_0+h\langle u,Bu\rangle .$$
Using $v$ without the field gives
$$E_0\le\langle v,Av\rangle=E_1-h\langle v,Bv\rangle .$$
Rearrange both and divide by $h>0$. No derivative is taken, and either ground level may be degenerate.

Q: Then show me what the formal version means by these words. What is a Hamiltonian there?

A: A complex square matrix whose rows and columns are labelled by an arbitrary finite type `n`, which plays the part of a finite orthonormal basis.

```lean
import Mathlib

open Matrix
open scoped ComplexOrder

namespace FiniteFieldResponse

noncomputable section

variable {n : Type*} [Fintype n] [DecidableEq n]
```

The expectation value is defined as a real number.

```lean
/-- The expectation value of the observable `M` in the state `x` (real part of `x† M x`). -/
def expval (M : Matrix n n ℂ) (x : n → ℂ) : ℝ := (star x ⬝ᵥ M *ᵥ x).re
```

Q: It takes a real part. Could that hide something?

A: Not for Hermitian matrices, which the variational principle and the theorems on energy differences assume. When $M$ is Hermitian, $x^\dagger Mx$ is already real, so the real part only turns a complex number into a real one. The definition does not normalise $x$; the unit norm comes from the next definition.

```lean
/-- `u` is a normalised eigenvector of `A` with energy `E`, and no real eigenvalue of `A`
lies below `E`. -/
structure IsGroundState (A : Matrix n n ℂ) (E : ℝ) (u : n → ℂ) : Prop where
  unit : star u ⬝ᵥ u = 1
  eigen : A *ᵥ u = (E : ℂ) • u
  lowest : ∀ (μ : ℝ) (w : n → ℂ), w ≠ 0 → A *ᵥ w = (μ : ℂ) • w → E ≤ μ
```

Q: So "ground state" is a definition. Have you put the variational principle into it?

A: No. `lowest` compares $E$ only with other eigenvalues, not with expectation values in arbitrary trial states. It ranges over real eigenvalues, which for a Hermitian matrix are all of them.

The condition `w ≠ 0` is where a slip would do damage. The zero vector satisfies $A0=\mu 0$ for every $\mu$. If it were admitted, $E$ would have to lie below every real number, no ground state would exist, and every theorem that assumes one would be true but empty.

Q: How does the field enter?

A: As `A + (h : ℂ) • B`, with a real $h$ regarded as a complex number. Reality of $h$ keeps the sum Hermitian, and the expectation value is linear in $h$.

```lean
omit [Fintype n] [DecidableEq n] in
/-- A Hermitian Hamiltonian stays Hermitian when a Hermitian perturbation is added with a
real field strength. -/
theorem isHermitian_field {A B : Matrix n n ℂ} (hA : A.IsHermitian) (hB : B.IsHermitian)
    (h : ℝ) : (A + (h : ℂ) • B).IsHermitian := by
  unfold Matrix.IsHermitian
  rw [conjTranspose_add, conjTranspose_smul, hA.eq, hB.eq]
  simp

omit [DecidableEq n] in
/-- The expectation value of the perturbed Hamiltonian is linear in the field strength. -/
theorem expval_field (A B : Matrix n n ℂ) (h : ℝ) (x : n → ℂ) :
    expval (A + (h : ℂ) • B) x = expval A x + h * expval B x := by
  unfold expval
  rw [Matrix.add_mulVec, Matrix.smul_mulVec, dotProduct_add, dotProduct_smul]
  simp
```

For an electric field, $B=-D$, where $D$ is the dipole component along the field. The bracket for the dipole is then $\langle u,Du\rangle\le-(E_1-E_0)/h\le\langle v,Dv\rangle$, with the ends exchanged and the sign of the energy difference reversed.

The next lemma supplies $\langle u,Au\rangle=E_0$ and $\langle v,(A+hB)v\rangle=E_1$.

```lean
omit [DecidableEq n] in
/-- In a normalised eigenvector the expectation value is the eigenvalue. -/
theorem expval_of_eigen {A : Matrix n n ℂ} {E : ℝ} {x : n → ℂ} (hx : star x ⬝ᵥ x = 1)
    (he : A *ᵥ x = (E : ℂ) • x) : expval A x = E := by
  unfold expval
  rw [he, dotProduct_smul, hx]
  simp
```

Q: Where is the variational principle proved, then?

A: In two stages. The first shows that $A-E$ is positive semidefinite, where $E$ is the ground-state energy. By the spectral theorem it is enough that its eigenvalues are nonnegative. If $(A-E)w=\lambda w$ with $w\neq0$, then $Aw=(\lambda+E)w$, and `lowest` gives $E\le\lambda+E$.

```lean
/-- A Hermitian Hamiltonian measured from its ground-state energy is positive semidefinite. -/
theorem shifted_posSemidef {A : Matrix n n ℂ} {E : ℝ} {u : n → ℂ} (hA : A.IsHermitian)
    (hu : IsGroundState A E u) : (A - (E : ℂ) • (1 : Matrix n n ℂ)).PosSemidef := by
  have hS : (A - (E : ℂ) • (1 : Matrix n n ℂ)).IsHermitian := by
    unfold Matrix.IsHermitian
    rw [conjTranspose_sub, conjTranspose_smul, conjTranspose_one, hA.eq]
    simp
  rw [hS.posSemidef_iff_eigenvalues_nonneg]
  intro i
  -- an eigenvector of the shifted matrix is an eigenvector of `A`
  obtain ⟨w, hne, hw⟩ : ∃ w : n → ℂ, w ≠ 0 ∧
      (A - (E : ℂ) • (1 : Matrix n n ℂ)) *ᵥ w = hS.eigenvalues i • w := by
    refine ⟨(hS.eigenvectorBasis i).ofLp, ?_, hS.mulVec_eigenvectorBasis i⟩
    intro h0
    apply hS.eigenvectorBasis.orthonormal.ne_zero i
    ext j
    exact congrFun h0 j
  rw [Matrix.sub_mulVec, Matrix.smul_mulVec, Matrix.one_mulVec] at hw
  have hle := hu.lowest (hS.eigenvalues i + E) w hne (by
    ext j
    have hj := congrFun hw j
    simp only [Pi.sub_apply, Pi.smul_apply, smul_eq_mul, Complex.real_smul] at hj
    simp only [Pi.smul_apply, smul_eq_mul, Complex.ofReal_add]
    linear_combination hj)
  change (0 : ℝ) ≤ hS.eigenvalues i
  linarith
```

The second stage evaluates the quadratic form of $A-E$ in a normalised state $x$. It equals $\langle x,Ax\rangle-E$, which is therefore nonnegative. If it is zero, positive semidefiniteness forces $(A-E)x=0$. This replaces the argument with surviving components in the expansion above.

```lean
/-- Variational principle: no normalised trial state has an energy below the ground-state
energy, and a trial state that reaches it solves the eigenvalue equation. -/
theorem variational_principle {A : Matrix n n ℂ} {E : ℝ} {u x : n → ℂ} (hA : A.IsHermitian)
    (hu : IsGroundState A E u) (hx : star x ⬝ᵥ x = 1) :
    E ≤ expval A x ∧ (expval A x = E → A *ᵥ x = (E : ℂ) • x) := by
  have hP := shifted_posSemidef hA hu
  have h0 := Complex.le_def.mp (hP.dotProduct_mulVec_nonneg x)
  have hre : (star x ⬝ᵥ (A - (E : ℂ) • (1 : Matrix n n ℂ)) *ᵥ x).re = expval A x - E := by
    rw [Matrix.sub_mulVec, Matrix.smul_mulVec, Matrix.one_mulVec, dotProduct_sub,
      dotProduct_smul, hx]
    simp [expval]
  constructor
  · have h1 := h0.1
    rw [hre, Complex.zero_re] at h1
    linarith
  · intro heq
    -- a vanishing quadratic form of a positive semidefinite matrix means a null vector
    have hz : star x ⬝ᵥ (A - (E : ℂ) • (1 : Matrix n n ℂ)) *ᵥ x = 0 :=
      Complex.ext (by rw [hre, heq, sub_self, Complex.zero_re]) h0.2.symm
    have hk := (hP.dotProduct_mulVec_zero_iff x).mp hz
    rw [Matrix.sub_mulVec, Matrix.smul_mulVec, Matrix.one_mulVec] at hk
    exact sub_eq_zero.mp hk
```

Q: And the bracket itself?

A: It has the hypotheses I listed: `A` and `B` Hermitian, `0 < h`, and a ground state for each Hamiltonian. In the proof, `h1` is the trial state $v$ tested on $A$, and `h2` is $u$ tested on $A+hB$. The facts `h3` and `h4` evaluate each state in its own Hamiltonian. After `expval_field` splits off the term in $h$, each half is a multiplication by $h$ followed by linear arithmetic.

```lean
/-- The forward difference of the ground-state energy lies between the expectation values of
the perturbation in the ground states with and without the field. -/
theorem forward_difference_bracket {A B : Matrix n n ℂ} {h E₀ E₁ : ℝ} {u v : n → ℂ}
    (hA : A.IsHermitian) (hB : B.IsHermitian) (hh : 0 < h)
    (hu : IsGroundState A E₀ u) (hv : IsGroundState (A + (h : ℂ) • B) E₁ v) :
    expval B v ≤ (E₁ - E₀) / h ∧ (E₁ - E₀) / h ≤ expval B u := by
  -- each ground state serves as trial state for the other Hamiltonian
  have h1 := (variational_principle hA hu hv.unit).1
  have h2 := (variational_principle (isHermitian_field hA hB h) hv hu.unit).1
  have h3 := expval_of_eigen hu.unit hu.eigen
  have h4 := expval_of_eigen hv.unit hv.eigen
  rw [expval_field] at h2 h4
  constructor
  · rw [le_div_iff₀ hh]
    linarith
  · rw [div_le_iff₀ hh]
    linarith
```

Q: People would call the two ends Hellmann–Feynman values. Has the Hellmann–Feynman theorem been proved here?

A: No. That theorem identifies a derivative of the energy with an expectation value. This one compares expectation values with a difference at finite $h$, and needs no differentiability. If the ground level of $A$ is degenerate, $\langle u,Bu\rangle$ can depend on which $u$ was chosen, and the upper bound holds for each choice.

Q: When does the difference agree exactly with the zero-field value?

A: Exactly when $u$ is also an eigenvector of $A+hB$ with eigenvalue $E_1$. In one direction, equality gives $\langle u,(A+hB)u\rangle=E_1$, and the equality part of the variational principle yields the eigenvalue equation. In the other, the eigenvalue equation gives that expectation value, and linearity in $h$ finishes the argument. This holds for either sign of the field, so the hypothesis is only `h ≠ 0`.

```lean
/-- The finite difference equals the zero-field expectation value exactly when the zero-field
ground state is an eigenvector of the perturbed Hamiltonian at its ground-state energy. -/
theorem difference_exact_iff {A B : Matrix n n ℂ} {h E₀ E₁ : ℝ} {u v : n → ℂ}
    (hA : A.IsHermitian) (hB : B.IsHermitian) (hh : h ≠ 0)
    (hu : IsGroundState A E₀ u) (hv : IsGroundState (A + (h : ℂ) • B) E₁ v) :
    (E₁ - E₀) / h = expval B u ↔ (A + (h : ℂ) • B) *ᵥ u = (E₁ : ℂ) • u := by
  have h3 := expval_of_eigen hu.unit hu.eigen
  have h5 := expval_field A B h u
  rw [div_eq_iff hh]
  constructor
  · intro heq
    exact (variational_principle (isHermitian_field hA hB h) hv hu.unit).2 (by linarith)
  · intro he
    have h6 := expval_of_eigen hu.unit he
    linarith
```

Q: I normally use central differences. Does the argument help there?

A: It gives an error bound from three energies. Let $E_+$ and $E_-$, called `Ep` and `Em` in the code, be the ground-state energies at $+h$ and $-h$, and put $b=\langle u,Bu\rangle$. With $u$ as trial state in both fields,
$$E_+\le E_0+hb,\qquad E_-\le E_0-hb .$$
The first inequality is equivalent to $E_+-E_--2hb\le 2E_0-E_+-E_-$, and the second to $-(E_+-E_--2hb)\le 2E_0-E_+-E_-$. Together they bound the absolute value, and division by $2h$ gives
$$\left|\frac{E_+-E_-}{2h}-b\right|\le\frac{2E_0-E_+-E_-}{2h}.$$
The bound is safe but usually pessimistic: for a nondegenerate ground level and small $h$ it is of order $h$, while the actual deviation is of order $h^2$ or smaller. (If $u$ is an eigenvector of $B$, both vanish for small $h$.) The Lean proof multiplies through by $2h$, splits the absolute value with `abs_le`, and closes both sides by linear arithmetic.

```lean
/-- The central difference deviates from the zero-field expectation value by at most
`(2 E₀ - E₊ - E₋) / (2 h)`, a bound made of the three computed energies. -/
theorem central_difference_error {A B : Matrix n n ℂ} {h E₀ Ep Em : ℝ} {u p m : n → ℂ}
    (hA : A.IsHermitian) (hB : B.IsHermitian) (hh : 0 < h) (hu : IsGroundState A E₀ u)
    (hp : IsGroundState (A + (h : ℂ) • B) Ep p)
    (hm : IsGroundState (A + ((-h : ℝ) : ℂ) • B) Em m) :
    |(Ep - Em) / (2 * h) - expval B u| ≤ (2 * E₀ - Ep - Em) / (2 * h) := by
  have h1 := (variational_principle (isHermitian_field hA hB h) hp hu.unit).1
  have h2 := (variational_principle (isHermitian_field hA hB (-h)) hm hu.unit).1
  rw [expval_field, expval_of_eigen hu.unit hu.eigen] at h1 h2
  have h2h : 0 < 2 * h := by linarith
  have hd : (Ep - Em) / (2 * h) * (2 * h) = Ep - Em := div_mul_cancel₀ _ h2h.ne'
  rw [le_div_iff₀ h2h, ← abs_of_pos h2h, ← abs_mul, abs_of_pos h2h, sub_mul, hd, abs_le]
  constructor <;> linarith
```

Q: I would like to see a system that meets all these conditions and has a bracket of nonzero width.

A: Take two levels at energies 0 and 7, coupled by an off-diagonal perturbation.

```lean
/-- Two uncoupled levels at energies 0 and 7. -/
def levels : Matrix (Fin 2) (Fin 2) ℂ := !![0, 0; 0, 7]

/-- The perturbation that couples the two levels. -/
def coupling : Matrix (Fin 2) (Fin 2) ℂ := !![0, 1; 1, 0]

/-- The two-level state with real amplitudes `c` and `s`. -/
def realState (c s : ℝ) : Fin 2 → ℂ := ![(c : ℂ), (s : ℂ)]
```

For a state with real amplitudes $c$ and $s$, the eigenvalue equations are $hs=Ec$ and $hc+7s=Es$. They imply $E^2-7E-h^2=0$. To show that a solution with $E\le0$ is the lowest, suppose that some eigenvalue $\mu$ lies below $E$. Then
$$\mu^2-7\mu-h^2=(\mu-E)(\mu+E-7)>0,$$
because both factors are negative. But this polynomial is the determinant of the eigenvalue problem at $\mu$. As it is nonzero, both components of the supposed eigenvector vanish, a contradiction. The lemma below follows this route.

```lean
/-- A normalised real solution of the two-level eigenvalue equations with energy `E ≤ 0` is a
ground state of the coupled levels. -/
theorem twoLevel_isGroundState {h E c s : ℝ} (hn : c ^ 2 + s ^ 2 = 1) (a : h * s = E * c)
    (b : h * c + 7 * s = E * s) (hE : E ≤ 0) :
    IsGroundState (levels + (h : ℂ) • coupling) E (realState c s) := by
  have hn' : (c : ℂ) ^ 2 + (s : ℂ) ^ 2 = 1 := by exact_mod_cast hn
  have a' : (h : ℂ) * s = E * c := by exact_mod_cast a
  have b' : (h : ℂ) * c + 7 * s = E * s := by exact_mod_cast b
  refine ⟨?_, ?_, ?_⟩
  · simp [realState, dotProduct, Fin.sum_univ_succ]
    linear_combination hn'
  · ext i
    fin_cases i
    · simp [levels, coupling, realState, Matrix.mulVec, dotProduct, Fin.sum_univ_succ]
      linear_combination a'
    · simp [levels, coupling, realState, Matrix.mulVec, dotProduct, Fin.sum_univ_succ]
      linear_combination b'
  · intro μ w hw he
    have e0 := congrFun he 0
    have e1 := congrFun he 1
    simp [levels, coupling, Matrix.mulVec, dotProduct, Fin.sum_univ_succ] at e0 e1
    by_contra hlt
    have hlt' := not_le.mp hlt
    -- the secular polynomial vanishes at `E` and is positive below it
    have hP : E ^ 2 - 7 * E - h ^ 2 = 0 := by
      linear_combination c * (-(E - 7) * a - h * b) + s * (-E * b - h * a)
        - (E ^ 2 - 7 * E - h ^ 2) * hn
    have hpos : 0 < (μ - E) * (μ + E - 7) :=
      mul_pos_of_neg_of_neg (by linarith) (by linarith)
    have hQ : μ ^ 2 - 7 * μ - h ^ 2 ≠ 0 := by
      intro h0
      nlinarith
    have hQ' : (μ : ℂ) ^ 2 - 7 * μ - (h : ℂ) ^ 2 ≠ 0 := by exact_mod_cast hQ
    have w0 : w 0 = 0 := (mul_eq_zero.mp (show ((μ : ℂ) ^ 2 - 7 * μ - (h : ℂ) ^ 2) * w 0 = 0 by
      linear_combination (-((μ : ℂ) - 7)) * e0 - (h : ℂ) * e1)).resolve_left hQ'
    have w1 : w 1 = 0 := (mul_eq_zero.mp (show ((μ : ℂ) ^ 2 - 7 * μ - (h : ℂ) ^ 2) * w 1 = 0 by
      linear_combination (-(μ : ℂ)) * e1 - (h : ℂ) * e0)).resolve_left hQ'
    apply hw
    ext i
    fin_cases i
    · exact w0
    · exact w1
```

At $h=12$ the roots are $-9$ and $16$. The ground state in the field is $v=(4/5,-3/5)$, already normalised, and without the field it is $u=(1,0)$. Since $\langle B\rangle=2cs$ for real amplitudes, the bracket reads
$$-\tfrac{24}{25}<-\tfrac34<0 .$$

```lean
/-- Two levels coupled with strength 12 meet the hypotheses of the bracket, with ground-state
energies 0 and -9, and both inequalities are strict. -/
theorem forward_difference_bracket_witness :
    levels.IsHermitian ∧ coupling.IsHermitian ∧
    IsGroundState levels 0 (realState 1 0) ∧
    IsGroundState (levels + ((12 : ℝ) : ℂ) • coupling) (-9) (realState (4 / 5) (-3 / 5)) ∧
    expval coupling (realState (4 / 5) (-3 / 5)) < (-9 - 0) / 12 ∧
    (-9 - 0) / 12 < expval coupling (realState 1 0) := by
  have hc : ∀ c s : ℝ, expval coupling (realState c s) = 2 * c * s := by
    intro c s
    simp [expval, coupling, realState, Matrix.mulVec, dotProduct, Fin.sum_univ_succ]
    ring
  refine ⟨?_, ?_, ?_, ?_, ?_, ?_⟩
  · change levelsᴴ = levels
    ext i j
    fin_cases i <;> fin_cases j <;> simp [levels]
  · change couplingᴴ = coupling
    ext i j
    fin_cases i <;> fin_cases j <;> simp [coupling]
  · have h0 := twoLevel_isGroundState (h := 0) (E := 0) (c := 1) (s := 0)
      (by norm_num) (by norm_num) (by norm_num) le_rfl
    rwa [Complex.ofReal_zero, zero_smul, add_zero] at h0
  · exact twoLevel_isGroundState (by norm_num) (by norm_num) (by norm_num) (by norm_num)
  · rw [hc]
    norm_num
  · rw [hc]
    norm_num

end

end FiniteFieldResponse
```

Q: Which of my calculations does this actually describe?

A: Exact diagonalisation in a fixed finite basis, for instance full configuration interaction, with a perturbation linear in the field. There the bracket is a consistency check on finite-field properties. The theorems assume exact ground states and energies, so they say nothing about convergence thresholds or rounding. They also leave out basis functions that change with the field, terms quadratic in the field, and operators on an infinite-dimensional space. A mean-field energy is not covered by the theorems either, because it is not in general the lowest eigenvalue of a fixed matrix $A+hB$. This does not mean that the bracket fails there. The two trial-state inequalities also hold when each energy is the global minimum of $\langle x,(A+hB)x\rangle$ over a set of normalised trial states that does not depend on the field, but that case is not formalised here.

```lean
#print axioms FiniteFieldResponse.forward_difference_bracket
-- 'FiniteFieldResponse.forward_difference_bracket' depends on axioms: [propext, Classical.choice, Quot.sound]
#print axioms FiniteFieldResponse.difference_exact_iff
-- 'FiniteFieldResponse.difference_exact_iff' depends on axioms: [propext, Classical.choice, Quot.sound]
#print axioms FiniteFieldResponse.central_difference_error
-- 'FiniteFieldResponse.central_difference_error' depends on axioms: [propext, Classical.choice, Quot.sound]
```
